# The Laguerre polynomials satisfy Laguerre's differential equation

For every natural number n, `laguerre_equation` states that the Laguerre polynomial L_n(z) = ∑ₖ C(n,k) (−z)ᵏ/k! satisfies z L_n″ + (1 − z) L_n′ + n L_n = 0, as an identity between polynomials with real coefficients. In physics this is the equation left from the radial Schrödinger equation of the two-dimensional harmonic oscillator at zero angular momentum, once the Gaussian factor is taken out and z is the scaled square of the radius; the lemma itself involves no Hamiltonian or wavefunction. The attempt first proves a recurrence between neighbouring coefficients, (k+1)² cₖ₊₁ = −(n − k) cₖ. It then compares the coefficients of zᵏ on the two sides of the equation, taking k = 0 separately.

As first written in Lean, the proof fails:

```lean
import Mathlib

open Polynomial MeasureTheory
open scoped Real

namespace LaguerreEquation

noncomputable section

/-- The Laguerre polynomial `L_n(z) = ∑ₖ C(n,k) (-z)ᵏ / k!`. -/
def laguerre (n : ℕ) : ℝ[X] :=
  ∑ k ∈ Finset.range (n + 1), monomial k ((-1) ^ k * (n.choose k : ℝ) / (k.factorial : ℝ))

/-- The coefficient of `zᵏ` in `L_n` is `(-1)ᵏ C(n,k) / k!`, for every `k`. -/
theorem laguerre_coeff (n k : ℕ) :
    (laguerre n).coeff k = (-1) ^ k * (n.choose k : ℝ) / (k.factorial : ℝ) := by
  simp only [laguerre, finsetSum_coeff, coeff_monomial, Finset.sum_ite_eq', Finset.mem_range]
  split_ifs with h
  · rfl
  · rw [Nat.choose_eq_zero_of_lt (by omega)]
    simp

/-- Laguerre's differential equation `z L'' + (1 - z) L' + n L = 0`. -/
theorem laguerre_equation (n : ℕ) :
    X * derivative (derivative (laguerre n)) + (1 - X) * derivative (laguerre n)
      + C (n : ℝ) * laguerre n = 0 := by
  -- two-term recurrence of the coefficients
  have rec (k : ℕ) : ((k : ℝ) + 1) ^ 2 * (laguerre n).coeff (k + 1)
      = -(((n : ℝ) - k) * (laguerre n).coeff k) := by
    have h : (n.choose (k + 1) : ℝ) * (k + 1) = n.choose k * ((n : ℝ) - k) := by
      rcases le_or_gt k n with hk | hk
      · rw [← Nat.cast_sub hk]
        exact_mod_cast Nat.choose_succ_right_eq n k
      · rw [Nat.choose_eq_zero_of_lt hk, Nat.choose_eq_zero_of_lt (by omega)]
        simp
    have hf : (k.factorial : ℝ) ≠ 0 := Nat.cast_ne_zero.2 k.factorial_ne_zero
    have hk : (k : ℝ) + 1 ≠ 0 := by positivity
    rw [laguerre_coeff, laguerre_coeff, Nat.factorial_succ, pow_succ (-1 : ℝ) k]
    push_cast
    calc _ = -((-1) ^ k / (k.factorial : ℝ)) * ((n.choose (k + 1) : ℝ) * (k + 1)) := by
          field_simp <;> ring
      _ = _ := by rw [h]; ring
  rw [sub_mul, one_mul]
  ext k
  cases k with
  | zero =>
    have r := rec 0
    simp only [coeff_add, coeff_sub, coeff_X_mul_zero, coeff_C_mul, coeff_derivative, coeff_zero]
    push_cast at r ⊢
    linear_combination r
  | succ k =>
    have r := rec (k + 1)
    simp only [coeff_add, coeff_sub, coeff_X_mul, coeff_C_mul, coeff_derivative, coeff_zero]
    push_cast at r ⊢
    linear_combination r

end

end LaguerreEquation
```

Lean reports:

```
Main.lean:26:38: error: unsolved goals
case rec
n k : ℕ
⊢ (↑k + 1) ^ 2 * (laguerre n).coeff (k + 1) = -((↑n - ↑k) * (laguerre n).coeff k)

n : ℕ
rec : ∀ (k : ℕ), (↑k + 1) ^ 2 * (laguerre n).coeff (k + 1) = -((↑n - ↑k) * (laguerre n).coeff k)
⊢ X * derivative (derivative (laguerre n)) + (1 - X) * derivative (laguerre n) + C ↑n * laguerre n = 0
Main.lean:29:48: error: unexpected token ':='; expected command
```

What went wrong. The fault is the name `rec`. Because `let rec` has a meaning of its own, Lean's ordinary `have … := …` does not accept `rec` as the name of a hypothesis. Mathlib also has a `have` without a proof, which leaves the statement as a goal, and that form does accept the name. Lean therefore read the line as this second form, complete before the `:=`.

Both messages follow. At `:=` the parser had finished the theorem and expected a new command. The theorem's proof was then only the bare `have`, which left two unsolved goals: the recurrence itself (`case rec`), and the differential equation with `rec` as a hypothesis.

Renaming the hypothesis to `step`, there and in its two uses, lets the ordinary `have` take the proof after `:=`. Cutting `field_simp <;> ring` to `field_simp` is mere tidying: `field_simp` closes that goal, so `ring` had nothing to run on.

The mended proof, as a diff:

```diff
@@ -26,5 +26,5 @@
       + C (n : ℝ) * laguerre n = 0 := by
   -- two-term recurrence of the coefficients
-  have rec (k : ℕ) : ((k : ℝ) + 1) ^ 2 * (laguerre n).coeff (k + 1)
+  have step (k : ℕ) : ((k : ℝ) + 1) ^ 2 * (laguerre n).coeff (k + 1)
       = -(((n : ℝ) - k) * (laguerre n).coeff k) := by
     have h : (n.choose (k + 1) : ℝ) * (k + 1) = n.choose k * ((n : ℝ) - k) := by
@@ -39,5 +39,5 @@
     push_cast
     calc _ = -((-1) ^ k / (k.factorial : ℝ)) * ((n.choose (k + 1) : ℝ) * (k + 1)) := by
-          field_simp <;> ring
+          field_simp
       _ = _ := by rw [h]; ring
   rw [sub_mul, one_mul]
@@ -45,10 +45,10 @@
   cases k with
   | zero =>
-    have r := rec 0
+    have r := step 0
     simp only [coeff_add, coeff_sub, coeff_X_mul_zero, coeff_C_mul, coeff_derivative, coeff_zero]
     push_cast at r ⊢
     linear_combination r
   | succ k =>
-    have r := rec (k + 1)
+    have r := step (k + 1)
     simp only [coeff_add, coeff_sub, coeff_X_mul, coeff_C_mul, coeff_derivative, coeff_zero]
     push_cast at r ⊢
```
